# As the anisotropy gap of a quadratic magnon band closes, its thermal population in two dimensions diverges only logarithmically

## Halving a gap twice

Take a two-dimensional magnet whose magnons of wavenumber \(k\) have energy \(g + k^2/2\), with a gap \(g > 0\), in units where the temperature is 1. Each mode holds \(1/(e^{g+k^2/2}-1)\) magnons on average, and the number of modes between \(k\) and \(k + dk\) is proportional to \(k\,dk\). With the energy \(w = g + k^2/2\) as the variable, \(dw = k\,dk\), and the count becomes

\[
\int_0^\infty \frac{k\,dk}{e^{g+k^2/2}-1} = \int_g^\infty \frac{dw}{e^{w}-1} = -\ln\left(1-e^{-g}\right).
\]

For \(g = \ln 2\) this is \(\ln 2 \approx 0.693\). Halving the gap gives about 1.228, and halving it again gives about 1.838. The increments are 0.535 and 0.610, and further halvings bring them closer to \(\ln 2\) without reaching it. The total therefore grows without bound, but each halving adds only a limited amount.

The mechanism is visible in the second integral. In two dimensions a quadratic band has a constant density of states, and the Bose function behaves as \(1/w\) at small \(w\). The integral of \(1/w\) down to \(g\) is a logarithm.

## What the gap stands for

In a ferromagnet with an easy axis, turning all spins together away from that axis costs energy. The resulting energy of a single magnon at \(k = 0\) is the gap \(g\) of the magnon spectrum. It comes from spin-orbit coupling and from the magnetic dipole interaction, both relativistic in origin. Exchange alone, being isotropic in spin space, gives no gap.

Let \(D > 0\) be the spin stiffness and \(T > 0\) the temperature in energy units, so that \(T\) stands for \(k_B T\). The magnon energy is \(E(k) = g + Dk^2\), and the quantity of interest is

\[
N(g) = \int_0^\infty \frac{k\,dk}{e^{(g+Dk^2)/T}-1}.
\]

The number of magnons per unit area is \(N(g)/(2\pi)\). If the anisotropy is symmetric about the easy axis, as assumed here, each magnon lowers the total spin along that axis by one unit of \(\hbar\), so \(N(g)\) measures how far thermal excitation reduces the magnetisation.

## The statement in words and in Lean

For all positive \(g\), \(D\) and \(T\), the integrand is integrable and

\[
N(g) = -\frac{T}{2D}\ln\left(1-e^{-g/T}\right).
\]

At fixed \(D\) and \(T\), \(N(g)\) tends to infinity as \(g\) tends to zero from above. Halving the gap raises \(N\) by a positive amount smaller than \(T\ln 2/(2D)\).

The Lean definitions follow the physics one by one:

- `magnonEnergy g D k` is \(E(k)\).
- `boseOccupation E T` is the Bose function at zero chemical potential.
- `thermalWeight g D T k` is the occupation times the factor \(k\) of the two-dimensional measure.
- `magnonIntegral g D T` is \(N(g)\), a Lebesgue integral over `Set.Ioi (0 : ℝ)`, the open half-line. The factor \(1/(2\pi)\) is left out.

All parameters are real numbers, and their signs enter as the hypotheses `hg`, `hD` and `hT`. The limit of vanishing gap is written with the filter `𝓝[>] 0`, which means approach to zero through positive values. Lean assigns the value zero to the integral of a non-integrable function, so `integrableOn_thermalWeight` is stated separately to show that the closed formula gives a genuine integral.

The model is idealised in several ways. The magnons don't interact, the gap and stiffness are given constants that don't change with temperature, and the quadratic dispersion extends to all \(k\) without a Brillouin-zone boundary. The last point is reasonable when \(T\) is small compared with the magnon bandwidth. The dipole interaction enters only through its share of the gap. Its long range also adds a term to the dispersion at small \(k\) that is not quadratic, and this term is left out.

## The integral in closed form

Define

\[
F(k) = \frac{T}{2D}\ln\left(1-e^{-E(k)/T}\right).
\]

Since \(E(k) > 0\), the argument of the logarithm lies between 0 and 1. With \(E'(k) = 2Dk\), the chain rule gives

\[
F'(k) = \frac{T}{2D}\cdot\frac{e^{-E/T}\,(2Dk/T)}{1-e^{-E/T}} = \frac{k\,e^{-E/T}}{1-e^{-E/T}} = \frac{k}{e^{E/T}-1},
\]

which is the integrand. As \(k \to \infty\), \(e^{-E/T} \to 0\) and \(F(k) \to \frac{T}{2D}\ln 1 = 0\). The integral from 0 to \(R\) is \(F(R) - F(0)\), which tends to \(-F(0)\) as \(R\) grows. Because the integrand is nonnegative, this finite limit also establishes integrability. Finally \(E(0) = g\), so \(-F(0)\) is the stated formula.

## Logarithmic bounds and the halving law

Write \(x = g/T\). The inequality \(1 + t \le e^t\) is used twice. With \(t = -x\) it gives \(1 - e^{-x} \le x\). With \(t = x\), after multiplication by \(e^{-x}\), it gives \(x e^{-x} \le 1 - e^{-x}\). Taking logarithms,

\[
\ln x - x \le \ln\left(1-e^{-x}\right) \le \ln x .
\]

Multiplication by \(-T/(2D)\) reverses the order, and \(\frac{T}{2D}\,x = \frac{g}{2D}\), so

\[
\frac{T}{2D}\ln\frac{T}{g} \le N(g) \le \frac{T}{2D}\ln\frac{T}{g} + \frac{g}{2D}.
\]

The lower bound tends to infinity as \(g \to 0^+\), and \(N(g)\) with it.

For the halving law put \(y = e^{-g/(2T)}\), so that \(e^{-g/T} = y^2\). Then

\[
N(g/2) - N(g) = \frac{T}{2D}\left[\ln(1-y^2) - \ln(1-y)\right] = \frac{T}{2D}\ln(1+y),
\]

because \(1-y^2 = (1-y)(1+y)\). Since \(0 < y < 1\), the logarithm lies strictly between 0 and \(\ln 2\).

## Consequences for order and for computed anisotropies

In this non-interacting model, any positive gap, however small, keeps the number of thermal magnons per unit area finite. Ten successive halvings reduce \(g\) by a factor of 1024 and add less than \(10\,T\ln 2/(2D)\) to \(N\). If the total gap \(g\) computed from electronic structure is wrong by a factor of two, this therefore shifts \(N\) by less than \(T\ln 2/(2D)\). The shift is small relative to \(N\) only when \(\ln(T/g)\) is large. Halving the stiffness at fixed \(g\) and \(T\) doubles \(N\), and when \(g > T\), halving the gap more than doubles it.

The divergence says that the assumed ordered state, with few independent magnons on top of it, becomes inconsistent as the gap closes. This agrees with the Mermin–Wagner theorem, which excludes spontaneous magnetisation at nonzero temperature in two-dimensional Heisenberg models with short-range isotropic exchange. That theorem concerns the interacting spin system, and a count of free magnons doesn't establish it. Exactly at \(g = 0\) the integrand behaves as \(T/(Dk)\) near \(k = 0\) and is not integrable, an observation added here to the file's theorems, which treat positive gaps and their limit.

## The Lean file

```lean
import Mathlib

open Filter Topology MeasureTheory

namespace TwoDimensionalMagnons

noncomputable section

/-- Energy of a magnon of wavenumber `k` with anisotropy gap `g` and spin stiffness `D`. -/
def magnonEnergy (g D k : ℝ) : ℝ := g + D * k ^ 2

/-- Bose occupation of a mode of energy `E` at temperature `T` (in energy units),
for `E > 0` and `T > 0`. -/
def boseOccupation (E T : ℝ) : ℝ := 1 / (Real.exp (E / T) - 1)

/-- Occupation of the magnon mode `k` times the factor `k` of the two-dimensional measure,
for `T > 0` and positive magnon energy. -/
def thermalWeight (g D T k : ℝ) : ℝ := k * boseOccupation (magnonEnergy g D k) T

/-- The radial integral over all positive wavenumbers, equal to `2π` times the number of thermal
magnons per unit area in two dimensions, for positive `g`, `D` and `T`. -/
def magnonIntegral (g D T : ℝ) : ℝ := ∫ k in Set.Ioi (0 : ℝ), thermalWeight g D T k

/-- A logarithmic function of the magnon energy, for positive `g`, `D` and `T`. -/
def magnonPrimitive (g D T k : ℝ) : ℝ :=
  T / (2 * D) * Real.log (1 - Real.exp (-(magnonEnergy g D k / T)))

/-- For positive gap, stiffness and temperature, the logarithmic function has the
thermal weight as its derivative in `k`. -/
theorem hasDerivAt_magnonPrimitive {g D T : ℝ} (hg : 0 < g) (hD : 0 < D) (hT : 0 < T)
    (k : ℝ) : HasDerivAt (magnonPrimitive g D T) (thermalWeight g D T k) k := by
  have hE : 0 < magnonEnergy g D k / T := by
    unfold magnonEnergy
    positivity
  have h1 : Real.exp (-(magnonEnergy g D k / T)) < 1 :=
    Real.exp_lt_one_iff.2 (neg_lt_zero.2 hE)
  have hd : HasDerivAt (fun q => magnonEnergy g D q) (2 * D * k) k := by
    unfold magnonEnergy
    refine (((hasDerivAt_pow 2 k).const_mul D).const_add g).congr_deriv ?_
    show D * (((2 : ℕ) : ℝ) * k ^ 1) = 2 * D * k
    push_cast
    ring
  -- chain rule through the exponential and the logarithm
  have he := (((hd.div_const T).fun_neg.exp).const_sub 1).log (sub_pos.2 h1).ne'
  refine (he.const_mul (T / (2 * D))).congr_deriv ?_
  have key : ∀ u : ℝ, 0 < u → u < 1 →
      T / (2 * D) * (-(u * -(2 * D * k / T)) / (1 - u)) = k * (1 / (u⁻¹ - 1)) := by
    intro u hu hu1
    have hne : 1 - u ≠ 0 := (sub_pos.2 hu1).ne'
    have hinv : u⁻¹ - 1 = (1 - u) / u := by field_simp
    rw [hinv, one_div_div, mul_neg, neg_neg]
    field_simp
  have hx : Real.exp (magnonEnergy g D k / T)
      = (Real.exp (-(magnonEnergy g D k / T)))⁻¹ := by rw [Real.exp_neg, inv_inv]
  simp only [thermalWeight, boseOccupation]
  rw [hx]
  exact key _ (Real.exp_pos _) h1

/-- For positive stiffness and temperature, the logarithmic function vanishes at large
wavenumber. -/
theorem tendsto_magnonPrimitive (g : ℝ) {D T : ℝ} (hD : 0 < D) (hT : 0 < T) :
    Tendsto (magnonPrimitive g D T) atTop (𝓝 0) := by
  have hE : Tendsto (fun q => magnonEnergy g D q / T) atTop atTop := by
    unfold magnonEnergy
    exact (tendsto_atTop_add_const_left atTop g
      ((tendsto_pow_atTop two_ne_zero).const_mul_atTop hD)).atTop_div_const hT
  have h1 : Tendsto (fun q => Real.exp (-(magnonEnergy g D q / T))) atTop (𝓝 0) :=
    Real.tendsto_exp_neg_atTop_nhds_zero.comp hE
  have h2 := h1.const_sub 1
  rw [sub_zero] at h2
  have h3 := (h2.log one_ne_zero).const_mul (T / (2 * D))
  rw [Real.log_one, mul_zero] at h3
  exact h3

/-- For positive gap and temperature and nonnegative stiffness, the thermal weight is
nonnegative at every positive wavenumber. -/
theorem thermalWeight_nonneg {g D T k : ℝ} (hg : 0 < g) (hD : 0 ≤ D) (hT : 0 < T)
    (hk : 0 < k) : 0 ≤ thermalWeight g D T k := by
  have hE : 0 < magnonEnergy g D k / T := by
    unfold magnonEnergy
    positivity
  exact mul_nonneg hk.le (one_div_pos.2 (sub_pos.2 (Real.one_lt_exp_iff.2 hE))).le

/-- For positive gap, stiffness and temperature, the thermal weight is integrable over
all positive wavenumbers. -/
theorem integrableOn_thermalWeight {g D T : ℝ} (hg : 0 < g) (hD : 0 < D) (hT : 0 < T) :
    IntegrableOn (thermalWeight g D T) (Set.Ioi 0) :=
  integrableOn_Ioi_deriv_of_nonneg' (fun k _ => hasDerivAt_magnonPrimitive hg hD hT k)
    (fun _ hk => thermalWeight_nonneg hg hD.le hT hk) (tendsto_magnonPrimitive g hD hT)

/-- For positive gap, stiffness and temperature, the magnon integral is
`-(T / 2D) ln(1 - exp(-g / T))`. -/
theorem magnonIntegral_eq {g D T : ℝ} (hg : 0 < g) (hD : 0 < D) (hT : 0 < T) :
    magnonIntegral g D T = -(T / (2 * D)) * Real.log (1 - Real.exp (-(g / T))) := by
  have h := integral_Ioi_of_hasDerivAt_of_nonneg'
    (fun k (_ : k ∈ Set.Ici (0 : ℝ)) => hasDerivAt_magnonPrimitive hg hD hT k)
    (fun _ hk => thermalWeight_nonneg hg hD.le hT hk) (tendsto_magnonPrimitive g hD hT)
  have h0 : magnonEnergy g D 0 = g := by simp [magnonEnergy]
  unfold magnonIntegral
  rw [h, magnonPrimitive, h0]
  ring

/-- For positive gap, stiffness and temperature, the magnon integral exceeds
`(T / 2D) ln(T / g)` by an amount between zero and `g / 2D`. -/
theorem magnonIntegral_log_bounds {g D T : ℝ} (hg : 0 < g) (hD : 0 < D) (hT : 0 < T) :
    T / (2 * D) * Real.log (T / g) ≤ magnonIntegral g D T ∧
      magnonIntegral g D T ≤ T / (2 * D) * Real.log (T / g) + g / (2 * D) := by
  have hx : 0 < g / T := div_pos hg hT
  have hc : 0 < T / (2 * D) := by positivity
  have hlog : Real.log (T / g) = -Real.log (g / T) := by rw [← Real.log_inv, inv_div]
  have hgc : g / (2 * D) = T / (2 * D) * (g / T) := by field_simp
  rw [magnonIntegral_eq hg hD hT, hlog, hgc]
  generalize g / T = x at *
  generalize T / (2 * D) = c at *
  have hpos : 0 < 1 - Real.exp (-x) := sub_pos.2 (Real.exp_lt_one_iff.2 (neg_lt_zero.2 hx))
  -- both bounds come from 1 + x ≤ exp x
  have ha : Real.log (1 - Real.exp (-x)) ≤ Real.log x :=
    Real.log_le_log hpos (by linarith [Real.add_one_le_exp (-x)])
  have hb : Real.log x + -x ≤ Real.log (1 - Real.exp (-x)) := by
    have h := mul_le_mul_of_nonneg_right (Real.add_one_le_exp x) (Real.exp_pos (-x)).le
    rw [← Real.exp_add, add_neg_cancel, Real.exp_zero] at h
    have h2 := Real.log_le_log (mul_pos hx (Real.exp_pos (-x)))
      (show x * Real.exp (-x) ≤ 1 - Real.exp (-x) by linarith)
    rwa [Real.log_mul hx.ne' (Real.exp_pos _).ne', Real.log_exp] at h2
  constructor
  · linarith [mul_le_mul_of_nonneg_left ha hc.le]
  · linarith [mul_le_mul_of_nonneg_left hb hc.le]

/-- At fixed positive stiffness and temperature, the magnon integral diverges as the gap
tends to zero from above. -/
theorem magnonIntegral_diverges {D T : ℝ} (hD : 0 < D) (hT : 0 < T) :
    Tendsto (fun g => magnonIntegral g D T) (𝓝[>] 0) atTop := by
  have hc : 0 < T / (2 * D) := by positivity
  have h : Tendsto (fun g : ℝ => T / (2 * D) * Real.log (T * g⁻¹)) (𝓝[>] 0) atTop :=
    (Real.tendsto_log_atTop.comp
      (tendsto_inv_nhdsGT_zero.const_mul_atTop hT)).const_mul_atTop hc
  refine tendsto_atTop_mono' _ ?_ h
  filter_upwards [self_mem_nhdsWithin] with g hg
  have hb := (magnonIntegral_log_bounds hg hD hT).1
  rwa [div_eq_mul_inv T g] at hb

/-- For positive gap, stiffness and temperature, halving the gap raises the magnon integral
by exactly `(T / 2D) ln(1 + exp(-g / 2T))`. -/
theorem magnonIntegral_half_gap {g D T : ℝ} (hg : 0 < g) (hD : 0 < D) (hT : 0 < T) :
    magnonIntegral (g / 2) D T - magnonIntegral g D T
      = T / (2 * D) * Real.log (1 + Real.exp (-(g / (2 * T)))) := by
  have hy : Real.exp (-(g / (2 * T))) < 1 :=
    Real.exp_lt_one_iff.2 (neg_lt_zero.2 (by positivity))
  have h1 : g / 2 / T = g / (2 * T) := div_div g 2 T
  have h2 : Real.exp (-(g / T))
      = Real.exp (-(g / (2 * T))) * Real.exp (-(g / (2 * T))) := by
    rw [← Real.exp_add]
    congr 1
    rw [← h1]
    ring
  rw [magnonIntegral_eq (half_pos hg) hD hT, magnonIntegral_eq hg hD hT, h1, h2]
  have hy0 := Real.exp_pos (-(g / (2 * T)))
  generalize Real.exp (-(g / (2 * T))) = y at *
  -- the logarithm splits along 1 - y² = (1 - y)(1 + y)
  have hf : 1 - y * y = (1 - y) * (1 + y) := by ring
  rw [hf, Real.log_mul (sub_pos.2 hy).ne' (by positivity)]
  ring

/-- For positive gap, stiffness and temperature, halving the gap raises the magnon integral,
and by less than `T ln 2 / 2D`. -/
theorem magnonIntegral_half_gap_bound {g D T : ℝ} (hg : 0 < g) (hD : 0 < D) (hT : 0 < T) :
    0 < magnonIntegral (g / 2) D T - magnonIntegral g D T ∧
      magnonIntegral (g / 2) D T - magnonIntegral g D T < T * Real.log 2 / (2 * D) := by
  have hc : 0 < T / (2 * D) := by positivity
  have hy0 := Real.exp_pos (-(g / (2 * T)))
  have hy : Real.exp (-(g / (2 * T))) < 1 :=
    Real.exp_lt_one_iff.2 (neg_lt_zero.2 (by positivity))
  rw [magnonIntegral_half_gap hg hD hT]
  constructor
  · exact mul_pos hc (Real.log_pos (by linarith))
  · rw [mul_div_right_comm]
    exact mul_lt_mul_of_pos_left (Real.log_lt_log (by linarith) (by linarith)) hc

end

end TwoDimensionalMagnons
```

```lean
#print axioms TwoDimensionalMagnons.integrableOn_thermalWeight
#print axioms TwoDimensionalMagnons.magnonIntegral_diverges
#print axioms TwoDimensionalMagnons.magnonIntegral_half_gap_bound
```

```
'TwoDimensionalMagnons.integrableOn_thermalWeight' depends on axioms: [propext, Classical.choice, Quot.sound]
'TwoDimensionalMagnons.magnonIntegral_diverges' depends on axioms: [propext, Classical.choice, Quot.sound]
'TwoDimensionalMagnons.magnonIntegral_half_gap_bound' depends on axioms: [propext, Classical.choice, Quot.sound]
```

## From the derivative to the integral

`hasDerivAt_magnonPrimitive` is the differentiation of \(F\), called `magnonPrimitive` in the file. The step `hd` is \(E'(k) = 2Dk\), and `he` carries it through the exponential and the logarithm. The logarithm needs a nonzero argument, which `h1` supplies by showing \(e^{-E/T} < 1\). The remaining algebra is collected in `key`, stated for any \(u\) between 0 and 1. It turns \(u/(1-u)\) into \(1/(u^{-1}-1)\), and is applied with \(u = e^{-E/T}\).

`tendsto_magnonPrimitive` builds the limit from the inside out: \(E/T\) tends to infinity, the exponential to zero, and the logarithm to \(\ln 1 = 0\). `thermalWeight_nonneg` supplies the sign of the integrand.

These three results are the inputs of two Mathlib theorems about half-lines. `integrableOn_Ioi_deriv_of_nonneg'` gives `integrableOn_thermalWeight`. `integral_Ioi_of_hasDerivAt_of_nonneg'` gives the integral as the limit at infinity minus the value at zero, from which `magnonIntegral_eq` follows once `h0` has identified \(E(0)\) with \(g\).

## From the formula to the logarithm

In `magnonIntegral_log_bounds`, the two `generalize` steps replace \(g/T\) by `x` and \(T/(2D)\) by `c`, which leaves an inequality in one variable with a positive prefactor. The steps `ha` and `hb` are the upper and lower bounds on \(\ln(1-e^{-x})\), both taken from `Real.add_one_le_exp`. Multiplying them by `c` gives the two halves of the theorem, with the roles of upper and lower bound exchanged by the minus sign.

`magnonIntegral_diverges` first shows that \(\frac{T}{2D}\ln(T g^{-1})\) tends to infinity as \(g \to 0^+\). It then applies the comparison `tendsto_atTop_mono'`, where the lower bound is needed only for positive \(g\).

`magnonIntegral_half_gap` inserts the closed formula at \(g/2\) and at \(g\). The step `h2` writes \(e^{-g/T}\) as the square of \(e^{-g/(2T)}\), which is then renamed `y`. The factorisation `hf` lets `Real.log_mul` split the logarithm, and the terms in \(\ln(1-y)\) cancel. `magnonIntegral_half_gap_bound` reads both strict inequalities off this exact difference, using \(1 < 1 + y < 2\) and the monotonicity of the logarithm.
